# Replacing a plasmon-pole frequency at fixed static value: a sharp Coulomb-hole bound for nonnegative energy distance

## Two frequencies, 4 and 1

Consider one plasmon mode of frequency p whose contribution to the screened interaction, without the bare Coulomb part, has static value 1. (Screening makes a diagonal matrix element of this part negative. The positive value keeps the arithmetic simple, and only the size of the static value enters the bound.) A state at energy distance x ≥ 0 receives from it the Coulomb-hole term p/(2(p + x)). Frequencies and energies are in the same unit, with ħ = 1. Replace p = 4 by the fallback frequency q = 1. The term falls by

4/(2(4 + x)) − 1/(2(1 + x)) = 3x / (2(4 + x)(1 + x)).

The denominator contains a perfect square:

(4 + x)(1 + x) = x² + 5x + 4 = (x − 2)² + 9x.

For x > 0 the product is therefore at least 9x, and the change is at most 3x/(18x) = 1/6. Equality holds at x = 2, where the two terms are 1/3 and 1/6. At x = 0 both terms are 1/2 and nothing changes. The distance 2 is the geometric mean √(4·1) of the two frequencies.

The same square appears for every pair p, q > 0 and every real static value a. The change is at most

|a| |√p − √q| / (2(√p + √q)),

with equality at x = √(pq). In a GW calculation with a plasmon-pole model, this limits how far one Coulomb-hole term can move when a mode frequency is replaced, provided that the intermediate state has x ≥ 0, the mode is a single undamped pole, both frequencies are positive, and the static value and x are kept. If the quasiparticle energy is solved for again with the new frequency, x moves too, and the bound does not cover that further change.

```lean
import Mathlib

open Finset

namespace PlasmonPoleFallback

noncomputable section
```

## One mode and its two poles

The correlation part of the screened interaction, meaning the screened interaction minus the bare Coulomb one, is modelled at real frequency ω by

W(ω) = a p² / (p² − ω²).

At ω = 0 this equals a, so a is the static value. It stands for one matrix element of the static correlation interaction, and p is the frequency of the plasmon that replaces the full spectrum of that element.

```lean
/-- The plasmon-pole model of the correlation part of the screened interaction, with static
value `a` and mode frequency `p`, at a real frequency `ω` with `ω ≠ p`, `ω ≠ -p`. -/
def screened (a p ω : ℝ) : ℝ := a * p ^ 2 / (p ^ 2 - ω ^ 2)
```

In `screened a p ω` all three arguments are real numbers. The model thus has no damping, no infinitesimal shift of the poles off the real axis, and no complex matrix elements. Because a and p are independent parameters, p can be changed while a stays put. The strength of the poles then has to follow p. Partial fractions show how:

a p² / ((p − ω)(p + ω)) = (a p/2)/(p − ω) + (a p/2)/(p + ω),

since (a p/2)((p + ω) + (p − ω)) = a p². Each pole has strength a p/2.

```lean
/-- The strength of each of the two poles of the model interaction. -/
def poleStrength (a p : ℝ) : ℝ := a * p / 2
```

The Coulomb-hole term combines this strength with an energy denominator. Let x be the energy of an intermediate state minus the energy at which the self-energy is evaluated. The term is

(a p/2) / (p + x).

```lean
/-- The Coulomb-hole term of a state at energy distance `x`: the pole strength divided by
`p + x`, for `p + x ≠ 0`. -/
def coulombHole (a p x : ℝ) : ℝ := poleStrength a p / (p + x)
```

This form is taken as the definition of `coulombHole`; the frequency integral over the Green's function that leads to it is not carried out in Lean. The theorems about the change assume x ≥ 0, which selects intermediate states at or above the evaluation energy. For states below it, x is negative and p + x can vanish, so that no bound of this kind holds for all x.

The candidate for the largest change also gets a name.

```lean
/-- The largest size, over all energy distances `x ≥ 0`, of the change of the Coulomb-hole term when
the mode frequency `p` is replaced by `q` at fixed static value `a`, for `p, q > 0`. -/
def maxChange (a p q : ℝ) : ℝ := |a| * |√p - √q| / (2 * (√p + √q))
```

At this point `maxChange` is only an expression. That it deserves its name is shown further down. The partial-fraction identity comes first.

```lean
/-- Away from its poles, the model interaction is the sum of two simple poles at `ω = p` and
`ω = -p` of equal strength. -/
theorem screened_eq_poles (a : ℝ) {p ω : ℝ} (h1 : p - ω ≠ 0) (h2 : p + ω ≠ 0) :
    screened a p ω = poleStrength a p / (p - ω) + poleStrength a p / (p + ω) := by
  unfold screened poleStrength
  rw [show p ^ 2 - ω ^ 2 = (p - ω) * (p + ω) by ring, div_add_div _ _ h1 h2]
  congr 1
  ring
```

The hypotheses `h1` and `h2` say that ω sits on neither pole. The proof factors p² − ω², puts the two fractions over that product with `div_add_div`, and leaves the comparison of numerators to `ring`.

## The static term does not see the mode frequency

At x = 0 the frequency cancels:

(a p/2)/p = a/2.

This is the static Coulomb hole, half of the static correlation interaction. Two models with the same a agree here, whatever their mode frequencies.

```lean
/-- At zero energy distance the Coulomb-hole term is half the static value, for every nonzero
mode frequency. -/
theorem coulombHole_static (a : ℝ) {p : ℝ} (hp : p ≠ 0) : coulombHole a p 0 = a / 2 := by
  unfold coulombHole poleStrength
  rw [add_zero]
  field_simp
```

The theorem asks only for p ≠ 0, and `field_simp` performs the cancellation. The convention matters at this step: if the product a p² were held fixed while p changed, a would change too, and with it the static term.

## The change over a common denominator

For x ≥ 0 and p, q > 0, subtract the term with q from the term with p:

a p/(2(p + x)) − a q/(2(q + x)) = a [p(q + x) − q(p + x)] / (2(p + x)(q + x)).

The products pq cancel in the bracket, leaving x(p − q), so the change is

a x (p − q) / (2(p + x)(q + x)).

It is proportional to x for small x and falls off as 1/x for large x, so for a ≠ 0 and p ≠ q its size has a maximum in between.

```lean
/-- The change of the Coulomb-hole term between two positive mode frequencies, at energy
distance `x ≥ 0`, over a common denominator. -/
theorem coulombHole_sub (a : ℝ) {p q x : ℝ} (hp : 0 < p) (hq : 0 < q) (hx : 0 ≤ x) :
    coulombHole a p x - coulombHole a q x
      = a * x * (p - q) / (2 * (p + x) * (q + x)) := by
  have h1 : p + x ≠ 0 := by positivity
  have h2 : q + x ≠ 0 := by positivity
  unfold coulombHole poleStrength
  rw [div_sub_div _ _ h1 h2, div_eq_div_iff (by positivity) (by positivity)]
  ring
```

The positivity assumptions make both denominators nonzero. After `div_sub_div` has combined the fractions and `div_eq_div_iff` has cross-multiplied, `ring` confirms the polynomial identity.

## The gap to the bound is a perfect square

Write p = s² and q = t² with s, t > 0. Then p − q = (s − t)(s + t), and the size of the change is

|a| |s − t| · x(s + t) / (2(s² + x)(t² + x)).

The bound is |a| |s − t| / (2(s + t)). Subtracting the change from it gives

|a| |s − t| [(s² + x)(t² + x) − x(s + t)²] / (2(s + t)(s² + x)(t² + x)).

Expand the bracket:

s²t² + x(s² + t²) + x² − x(s² + 2st + t²) = x² − 2stx + s²t² = (x − st)².

Since st = √(pq), the gap between bound and change is

|a| |√p − √q| (x − √(pq))² / (2(√p + √q)(p + x)(q + x)).

With a = 1, p = 4, q = 1 and x = 7, the two Coulomb-hole terms are 4/22 = 2/11 and 1/16. They differ by 21/176 = 63/528. The bound is 1/6 = 88/528, so the gap is 25/528. The formula gives the same: (7 − 2)² / (2·3·11·8) = 25/528.

```lean
/-- For positive mode frequencies and `x ≥ 0`, the amount by which the change stays below
`maxChange` is a nonnegative factor times the square of `x - √(p q)`. -/
theorem maxChange_sub_change (a : ℝ) {p q x : ℝ} (hp : 0 < p) (hq : 0 < q) (hx : 0 ≤ x) :
    maxChange a p q - |coulombHole a p x - coulombHole a q x|
      = |a| * |√p - √q| * (x - √(p * q)) ^ 2
        / (2 * (√p + √q) * (p + x) * (q + x)) := by
  rw [coulombHole_sub a hp hq hx]
  -- pass to the square roots of the two frequencies
  obtain ⟨s, hs, rfl⟩ : ∃ s : ℝ, 0 < s ∧ s ^ 2 = p :=
    ⟨√p, Real.sqrt_pos.2 hp, Real.sq_sqrt hp.le⟩
  obtain ⟨t, ht, rfl⟩ : ∃ t : ℝ, 0 < t ∧ t ^ 2 = q :=
    ⟨√q, Real.sqrt_pos.2 hq, Real.sq_sqrt hq.le⟩
  have habs : |a * x * (s ^ 2 - t ^ 2) / (2 * (s ^ 2 + x) * (t ^ 2 + x))|
      = |a| * |s - t| * (x * (s + t) / (2 * (s ^ 2 + x) * (t ^ 2 + x))) := by
    have hpos : 0 ≤ x * (s + t) / (2 * (s ^ 2 + x) * (t ^ 2 + x)) := by positivity
    rw [show a * x * (s ^ 2 - t ^ 2) / (2 * (s ^ 2 + x) * (t ^ 2 + x))
      = a * (s - t) * (x * (s + t) / (2 * (s ^ 2 + x) * (t ^ 2 + x))) by ring,
      abs_mul, abs_mul, abs_of_nonneg hpos]
  have h1 : s + t ≠ 0 := by positivity
  have h2 : s ^ 2 + x ≠ 0 := by positivity
  have h3 : t ^ 2 + x ≠ 0 := by positivity
  unfold maxChange
  rw [habs, Real.sqrt_mul (sq_nonneg s), Real.sqrt_sq hs.le, Real.sqrt_sq ht.le]
  -- what remains is (s² + x)(t² + x) - x (s + t)² = (x - s t)²
  field_simp
  ring
```

The two `obtain` lines introduce s and t as the positive square roots and replace p and q by their squares everywhere. The intermediate statement `habs` takes the absolute value of the change: the factor x(s + t)/(2(s² + x)(t² + x)) is nonnegative and comes out unchanged, while a and s − t keep their absolute values. No case distinction between p > q and p < q is needed. The square-root lemmas then turn √(s²t²) into st, `field_simp` clears the denominators, and `ring` checks the expansion of the bracket.

## The bound, where it is reached, and where the change vanishes

Every factor in the gap is nonnegative for x ≥ 0, so the change never exceeds the bound. At x = √(pq) the square is zero, and the two are equal. At x = 0 both Coulomb-hole terms are a/2, and their difference is zero.

```lean
/-- Replacing a mode frequency `p > 0` by a fallback `q > 0` at fixed static value `a` changes
the Coulomb-hole term by at most `|a| |√p - √q| / (2 (√p + √q))` at every energy distance
`x ≥ 0`. The bound is attained at `x = √(p q)`, and the change is zero at `x = 0`. -/
theorem fallback_change (a : ℝ) {p q : ℝ} (hp : 0 < p) (hq : 0 < q) :
    (∀ x : ℝ, 0 ≤ x → |coulombHole a p x - coulombHole a q x|
      ≤ |a| * |√p - √q| / (2 * (√p + √q))) ∧
    |coulombHole a p √(p * q) - coulombHole a q √(p * q)|
      = |a| * |√p - √q| / (2 * (√p + √q)) ∧
    |coulombHole a p 0 - coulombHole a q 0| = 0 := by
  change (∀ x : ℝ, 0 ≤ x → |coulombHole a p x - coulombHole a q x| ≤ maxChange a p q) ∧
    |coulombHole a p √(p * q) - coulombHole a q √(p * q)| = maxChange a p q ∧ _
  refine ⟨fun x hx => ?_, ?_, ?_⟩
  · have h := maxChange_sub_change a hp hq hx
    have hpos : 0 ≤ |a| * |√p - √q| * (x - √(p * q)) ^ 2
        / (2 * (√p + √q) * (p + x) * (q + x)) := by positivity
    linarith
  · -- the square vanishes at the geometric mean
    have h := maxChange_sub_change a hp hq (Real.sqrt_nonneg (p * q))
    have h0 : √(p * q) - √(p * q) = 0 := sub_self _
    rw [h0, zero_pow two_ne_zero, mul_zero, zero_div] at h
    linarith
  · rw [coulombHole_static a hp.ne', coulombHole_static a hq.ne', sub_self, abs_zero]
```

The theorem `fallback_change` joins three statements by `∧`, for any real `a` and any positive `p` and `q`. The first holds for all x ≥ 0, the second is the equality at `√(p * q)`, and the third is the vanishing change at zero distance. The bound is written out in full, so the statement can be read without the definition of `maxChange`; the `change` line in the proof folds it back into that name. The first two parts follow from the gap identity by `linarith`, once its right-hand side is known to be nonnegative or zero. The third uses the static value twice.

Both frequencies are real and positive here. If a fit returns a negative value for p², there is no original frequency p > 0 to compare with. The theorem can then still compare two candidate fallbacks with each other.

## The geometric mean is the only maximum

Suppose that a ≠ 0 and p ≠ q. Then |a| and |√p − √q| are positive, and for x ≠ √(pq) so is the square. The gap is strictly positive, and the change stays strictly below its largest value. Among states with x ≥ 0, the largest change is therefore reached at x = √(pq) and nowhere else.

```lean
/-- For a nonzero static value and two different positive mode frequencies, the geometric mean
`√(p q)` is the only energy distance `x ≥ 0` at which the largest change is reached. -/
theorem change_eq_max_iff {a p q x : ℝ} (ha : a ≠ 0) (hp : 0 < p) (hq : 0 < q)
    (hpq : p ≠ q) (hx : 0 ≤ x) :
    |coulombHole a p x - coulombHole a q x| = maxChange a p q ↔ x = √(p * q) := by
  constructor
  · intro h
    by_contra hne
    have hgap := maxChange_sub_change a hp hq hx
    have hroot : √p - √q ≠ 0 :=
      sub_ne_zero.2 fun e => hpq ((Real.sqrt_inj hp.le hq.le).1 e)
    have hsq : 0 < (x - √(p * q)) ^ 2 :=
      lt_of_le_of_ne (sq_nonneg _) (Ne.symm (pow_ne_zero 2 (sub_ne_zero.2 hne)))
    -- away from the geometric mean the gap is strictly positive
    have hpos : 0 < |a| * |√p - √q| * (x - √(p * q)) ^ 2
        / (2 * (√p + √q) * (p + x) * (q + x)) :=
      div_pos (mul_pos (mul_pos (abs_pos.2 ha) (abs_pos.2 hroot)) hsq) (by positivity)
    linarith
  · intro h
    rw [h]
    exact (fallback_change a hp hq).2.1
```

The forward direction assumes that the bound is reached at some other x and contradicts the positive gap; the equality of square roots is traced back to p = q by `Real.sqrt_inj`. The reverse direction is the second part of `fallback_change`. If a = 0 or p = q, the change and `maxChange` are both zero at every x ≥ 0, and the maximum is no longer unique.

## Many modes and many states

A Coulomb-hole energy is a sum of such terms over all intermediate states, including those below the evaluation energy. The bound covers only the part of the sum that comes from states at or above that energy. Let each term i of this part have its own static value aᵢ, frequencies pᵢ and qᵢ, and distance xᵢ ≥ 0. The triangle inequality, followed by the single-term bound, gives

|Σᵢ (change of term i)| ≤ Σᵢ |change of term i| ≤ Σᵢ |aᵢ| |√pᵢ − √qᵢ| / (2(√pᵢ + √qᵢ)).

An index i can stand for a pair of a mode and an intermediate state, with the matrix elements absorbed in aᵢ. Terms whose frequency is kept have pᵢ = qᵢ and add nothing to the bound.

```lean
/-- For a finite sum of Coulomb-hole terms, each with its own static value, positive mode
frequency, positive fallback and energy distance `x i ≥ 0`, the total change is at most the sum
of the largest single changes. -/
theorem fallback_change_sum {ι : Type*} (s : Finset ι) (a p q x : ι → ℝ)
    (hp : ∀ i ∈ s, 0 < p i) (hq : ∀ i ∈ s, 0 < q i) (hx : ∀ i ∈ s, 0 ≤ x i) :
    |∑ i ∈ s, coulombHole (a i) (p i) (x i) - ∑ i ∈ s, coulombHole (a i) (q i) (x i)|
      ≤ ∑ i ∈ s, maxChange (a i) (p i) (q i) := by
  rw [← Finset.sum_sub_distrib]
  exact (Finset.abs_sum_le_sum_abs _ _).trans
    (Finset.sum_le_sum fun i hi =>
      (fallback_change (a i) (hp i hi) (hq i hi)).1 (x i) (hx i hi))

end

end PlasmonPoleFallback
```

Here `s` is the finite set of indices, no longer a square root, and the hypotheses are required only for indices in `s`. The proof merges the two sums into one sum of differences, applies `Finset.abs_sum_le_sum_abs`, and bounds each summand by the first part of `fallback_change`.

The summed bound need not be reached. Changes of opposite sign can cancel, and modes that share one intermediate state share one x, which in general cannot equal all their geometric means. The right-hand side also ignores the distances xᵢ, so it doesn't benefit from the 1/x decay for high-lying states and can be far too large when many of them are included.

```lean
#print axioms PlasmonPoleFallback.screened_eq_poles
#print axioms PlasmonPoleFallback.coulombHole_static
#print axioms PlasmonPoleFallback.change_eq_max_iff
#print axioms PlasmonPoleFallback.fallback_change_sum
```

```
'PlasmonPoleFallback.screened_eq_poles' depends on axioms: [propext, Classical.choice, Quot.sound]
'PlasmonPoleFallback.coulombHole_static' depends on axioms: [propext, Classical.choice, Quot.sound]
'PlasmonPoleFallback.change_eq_max_iff' depends on axioms: [propext, Classical.choice, Quot.sound]
'PlasmonPoleFallback.fallback_change_sum' depends on axioms: [propext, Classical.choice, Quot.sound]
```
